# A one-shot diagonal Dyson solution can violate particle number

Add up the pole strengths below the chemical potential after a one-shot diagonal Dyson calculation, and the electrons may not add up. In the two-orbital model treated here, whose self-energies are postulated and not derived from an interaction, a mean-field state with one particle can turn into a solution with 1.1 particles. A density built from the resulting occupations then integrates to the wrong number of electrons.

## Two orbitals, each with one self-energy pole

Put the chemical potential at zero. Orbital one has mean-field energy -x and orbital two has energy y, with x, y > 0, and each holds at most one electron. The mean-field particle number is therefore 1. The frequencies w of the one-shot solution obey

w = -x + b/(w - x) for orbital one,

w = y + c/(w + y) for orbital two.

The couplings b, c > 0 stand for squared matrix elements between an orbital and one more complicated configuration, whose energy is the pole of the self-energy. The model places this pole at the mirror image of the orbital energy, so both equations have the form w = e + S(w) with S(w) = b/(w + e). For orbital one e = -x; for orbital two e = y, and c takes the place of b.

Multiplying by w + e gives

w² = e² + b.

Conversely, a solution of this equation has w ≠ -e because b > 0, so the division can be undone. The roots are ±E with E = √(e² + b).

The pole strength is 1/(1 - S'(w)). At a root, b = (w - e)(w + e), hence

S'(w) = -b/(w + e)² = -(w - e)/(w + e),

1 - S'(w) = 2w/(w + e),

1/(1 - S'(w)) = (1 + e/w)/2.

The strengths at E and -E add up to one, so no pole strength is lost within an orbital. Only -E is negative, and the occupation is

n = (1 - e/E)/2.

With u = x/√(x² + b) and v = y/√(y² + c), the two occupations are (1 + u)/2 and (1 - v)/2, and the particle number is

N = 1 + (u - v)/2.

Since u and v are positive, u - v has the sign of

u² - v² = (x²c - y²b)/((x² + b)(y² + c)).

Thus N = 1 exactly when x²c = y²b, and N > 1 exactly when y²b < x²c. For equal couplings the condition for conservation is x = y. Orbital one loses strength to positive frequencies, orbital two gains strength at negative ones, and nothing in the separate equations makes the two amounts equal.

For weak coupling, expanding the square roots gives N - 1 ≈ (c/y² - b/x²)/4. This error of first order in b and c reflects the free choice of couplings and pole positions in the model. In the second-order self-energy of an actual interaction, evaluated with the orbitals of a mean-field state with a gap, they are linked: the losses of the occupied orbitals and the gains of the empty ones, summed over all orbitals, cancel at first order in the squared matrix elements.

## The model in Lean

```lean
import Mathlib

namespace OneShotDyson

noncomputable section
```

The self-energy has a general pole position `p`.

```lean
/-- Self-energy with a single pole at frequency `p` and coupling strength `b`,
for frequencies `w ≠ p`. -/
def selfEnergy (b p w : ℝ) : ℝ := b / (w - p)
```

A root must lie away from that pole, where the self-energy is defined, and must solve the Dyson equation.

```lean
/-- The frequency `w`, away from the self-energy pole `p`, solves the diagonal Dyson equation
of an orbital with mean-field energy `e`. -/
def IsDysonRoot (e p b w : ℝ) : Prop := w ≠ p ∧ w = e + selfEnergy b p w
```

The strength uses the actual derivative of the self-energy, so the slope has to be calculated and is not put in by definition.

```lean
/-- Pole strength `1 / (1 - S'(w))`, for frequencies `w ≠ p` at which `S'(w) ≠ 1`. -/
def poleStrength (b p w : ℝ) : ℝ := 1 / (1 - deriv (selfEnergy b p) w)
```

The occupation sums the strengths over the set of all negative roots. No root is selected in advance.

```lean
/-- The Dyson roots below the chemical potential, which is placed at zero. -/
def negativeRoots (e p b : ℝ) : Set ℝ := {w | IsDysonRoot e p b w ∧ w < 0}

/-- Occupation of an orbital: the total pole strength at its negative Dyson roots. -/
def occupation (e p b : ℝ) : ℝ := ∑ᶠ w ∈ negativeRoots e p b, poleStrength b p w
```

The mean-field reference fills orbitals of negative energy.

```lean
/-- Mean-field occupation: one for a negative orbital energy, zero otherwise. -/
def meanFieldOccupation (e : ℝ) : ℝ := if e < 0 then 1 else 0
```

In `particleNumber`, the arguments `(-x) x b` and `y (-y) c` are energy, pole position and coupling, which reproduces the two equations above.

```lean
/-- Particle number of the one-shot Dyson solution for two orbitals, which obey
`w = -x + b / (w - x)` and `w = y + c / (w + y)`. -/
def particleNumber (x y b c : ℝ) : ℝ := occupation (-x) x b + occupation y (-y) c

/-- Mean-field particle number of two orbitals with energies `-x` and `y`. -/
def meanFieldNumber (x y : ℝ) : ℝ := meanFieldOccupation (-x) + meanFieldOccupation y
```

All quantities are real numbers, with energies and frequencies in the same unit. The self-energies are postulated, not derived from an interaction, and there is no coupling between the two orbitals and no self-consistent update.

## From the slope to the occupation

The quotient rule gives the derivative away from the pole.

```lean
/-- Away from its pole the self-energy has the slope `-b / (w - p)²`. -/
theorem hasDerivAt_selfEnergy (b p w : ℝ) (h : w ≠ p) :
    HasDerivAt (selfEnergy b p) (-b / (w - p) ^ 2) w := by
  have h1 : w - p ≠ 0 := sub_ne_zero.mpr h
  have h2 : HasDerivAt (fun v : ℝ => v - p) 1 w := (hasDerivAt_id' w).sub_const p
  have h3 : HasDerivAt (fun v : ℝ => b / (v - p))
      ((0 * (w - p) - b * 1) / (w - p) ^ 2) w :=
    (hasDerivAt_const w b).fun_div h2 h1
  have h4 : HasDerivAt (fun v : ℝ => b / (v - p)) (-b / (w - p) ^ 2) w :=
    h3.congr_deriv (by ring)
  exact h4
```

The next lemma is the passage to w² = e² + b. Forwards, it multiplies the Dyson equation by w + e. Backwards, it first shows w + e ≠ 0: otherwise w² = e², against b > 0.

```lean
/-- For an orbital at `e` with self-energy pole at `-e` and positive coupling `b`, the Dyson
equation is equivalent to `w² = e² + b`. -/
theorem isDysonRoot_iff (e b w : ℝ) (hb : 0 < b) :
    IsDysonRoot e (-e) b w ↔ w ^ 2 = e ^ 2 + b := by
  constructor
  · rintro ⟨hw, h⟩
    unfold selfEnergy at h
    have h2 : b / (w - -e) * (w - -e) = b := div_mul_cancel₀ b (sub_ne_zero.mpr hw)
    linear_combination (w + e) * h + h2
  · intro h
    -- a positive coupling keeps the roots away from the self-energy pole
    have h1 : w + e ≠ 0 := by
      intro h0
      have h3 : w ^ 2 = e ^ 2 := by linear_combination (w - e) * h0
      linarith
    have h2 : selfEnergy b (-e) w = w - e := by
      unfold selfEnergy
      rw [sub_neg_eq_add, div_eq_iff h1]
      linear_combination -h
    exact ⟨fun h0 => h1 (by linarith), by linarith⟩
```

For the strength, `h2` rewrites b/(w + e)² with the root equation, and `h3` is the expression 2w/(w + e) for 1 - S'(w).

```lean
/-- For positive coupling, the pole strength at a Dyson root `w` of an orbital at `e` with
self-energy pole at `-e` is `(1 + e / w) / 2`. -/
theorem poleStrength_eq {e b w : ℝ} (hb : 0 < b) (h : IsDysonRoot e (-e) b w) :
    poleStrength b (-e) w = (1 + e / w) / 2 := by
  have hw := (isDysonRoot_iff e b w hb).1 h
  have h1 : w + e ≠ 0 := fun h0 => h.1 (by linarith)
  have h0 : w ≠ 0 := by
    intro h0
    rw [h0] at hw
    nlinarith [sq_nonneg e]
  -- the Dyson equation simplifies the slope of the self-energy
  have h2 : b / (w + e) ^ 2 = (w - e) / (w + e) := by
    rw [div_eq_div_iff (pow_ne_zero 2 h1) h1]
    linear_combination (-(w + e)) * hw
  have h3 : 1 - -b / (w - -e) ^ 2 = 2 * w / (w + e) := by
    have h5 : w - -e = w + e := by ring
    rw [h5, neg_div, h2, eq_div_iff h1, sub_neg_eq_add, add_mul, div_mul_cancel₀ _ h1]
    ring
  have h4 : e / w * w = e := div_mul_cancel₀ e h0
  unfold poleStrength
  rw [(hasDerivAt_selfEnergy b (-e) w h.1).deriv, h3, one_div_div,
    div_eq_iff (mul_ne_zero two_ne_zero h0)]
  linear_combination -h4
```

The squared equation is unchanged under w → -w, so -w is a root too, and the terms e/w cancel in the sum of the strengths.

```lean
/-- For positive coupling, the Dyson roots of an orbital at `e` with self-energy pole at `-e`
come in pairs `w`, `-w` whose pole strengths add up to one. -/
theorem strength_sum_rule {e b w : ℝ} (hb : 0 < b) (h : IsDysonRoot e (-e) b w) :
    IsDysonRoot e (-e) b (-w) ∧ poleStrength b (-e) w + poleStrength b (-e) (-w) = 1 := by
  have h' : IsDysonRoot e (-e) b (-w) :=
    (isDysonRoot_iff e b (-w) hb).2 (by rw [neg_sq]; exact (isDysonRoot_iff e b w hb).1 h)
  refine ⟨h', ?_⟩
  rw [poleStrength_eq hb h, poleStrength_eq hb h', div_neg]
  ring
```

The step `hs` identifies the set of negative roots as the single element -√(e² + b). The sum over the set then reduces to one strength. The energy e may have either sign or be zero.

```lean
/-- For positive coupling, an orbital at `e` with self-energy pole at `-e` has the occupation
`(1 - e / √(e² + b)) / 2`. -/
theorem occupation_eq (e b : ℝ) (hb : 0 < b) :
    occupation e (-e) b = (1 - e / Real.sqrt (e ^ 2 + b)) / 2 := by
  have hpos : 0 < e ^ 2 + b := by positivity
  have hsq : (-Real.sqrt (e ^ 2 + b)) ^ 2 = e ^ 2 + b := by
    rw [neg_sq, Real.sq_sqrt hpos.le]
  -- exactly one root lies below the chemical potential
  have hs : negativeRoots e (-e) b = {-Real.sqrt (e ^ 2 + b)} := by
    ext w
    simp only [negativeRoots, Set.mem_ofPred_eq, Set.mem_singleton_iff,
      isDysonRoot_iff e b w hb]
    constructor
    · rintro ⟨h, hw⟩
      rw [← h, Real.sqrt_sq_eq_abs, abs_of_neg hw, neg_neg]
    · intro h
      rw [h]
      exact ⟨hsq, neg_lt_zero.mpr (Real.sqrt_pos.mpr hpos)⟩
  unfold occupation
  rw [hs, finsum_mem_singleton, poleStrength_eq hb ((isDysonRoot_iff e b _ hb).2 hsq), div_neg]
  ring
```

## The sign of the number error

Inserting e = -x and e = y gives N as found above.

```lean
/-- For positive couplings, the particle number is
`1 + (x / √(x² + b) - y / √(y² + c)) / 2`. -/
theorem particleNumber_eq (x y b c : ℝ) (hb : 0 < b) (hc : 0 < c) :
    particleNumber x y b c =
      1 + (x / Real.sqrt (x ^ 2 + b) - y / Real.sqrt (y ^ 2 + c)) / 2 := by
  have h1 := occupation_eq (-x) b hb
  rw [neg_neg, neg_sq] at h1
  unfold particleNumber
  rw [h1, occupation_eq y c hc]
  ring
```

The theorem `number_error` writes the deviation from the mean-field number as K(x²c - y²b) with K > 0. After the facts u²(x² + b) = x² and v²(y² + c) = y² have been recorded, `generalize` replaces the two ratios by `u` and `v`. The identity `hM` is the difference of squares with the denominators cleared, and it yields

K = 1/(2(u + v)(x² + b)(y² + c)).

```lean
/-- For positive `x`, `y` and couplings `b`, `c`, the error in the particle number is a positive
multiple of `x² c - y² b`. -/
theorem number_error {x y b c : ℝ} (hx : 0 < x) (hy : 0 < y) (hb : 0 < b) (hc : 0 < c) :
    ∃ K > 0, particleNumber x y b c - meanFieldNumber x y = K * (x ^ 2 * c - y ^ 2 * b) := by
  have hA : 0 < x ^ 2 + b := by positivity
  have hB : 0 < y ^ 2 + c := by positivity
  have hmf : meanFieldNumber x y = 1 := by
    unfold meanFieldNumber meanFieldOccupation
    rw [if_pos (neg_lt_zero.mpr hx), if_neg (not_lt.mpr hy.le), add_zero]
  have hu : (x / Real.sqrt (x ^ 2 + b)) ^ 2 * (x ^ 2 + b) = x ^ 2 := by
    rw [div_pow, Real.sq_sqrt hA.le, div_mul_cancel₀ _ hA.ne']
  have hv : (y / Real.sqrt (y ^ 2 + c)) ^ 2 * (y ^ 2 + c) = y ^ 2 := by
    rw [div_pow, Real.sq_sqrt hB.le, div_mul_cancel₀ _ hB.ne']
  have hu0 : 0 < x / Real.sqrt (x ^ 2 + b) := div_pos hx (Real.sqrt_pos.mpr hA)
  have hv0 : 0 < y / Real.sqrt (y ^ 2 + c) := div_pos hy (Real.sqrt_pos.mpr hB)
  rw [particleNumber_eq x y b c hb hc, hmf]
  generalize x / Real.sqrt (x ^ 2 + b) = u at hu hu0 ⊢
  generalize y / Real.sqrt (y ^ 2 + c) = v at hv hv0 ⊢
  -- compare the squares of the two ratios
  have hM : (u - v) * ((u + v) * (x ^ 2 + b) * (y ^ 2 + c)) = x ^ 2 * c - y ^ 2 * b := by
    linear_combination (y ^ 2 + c) * hu - (x ^ 2 + b) * hv
  have hM0 : 0 < 2 * ((u + v) * (x ^ 2 + b) * (y ^ 2 + c)) := by positivity
  refine ⟨1 / (2 * ((u + v) * (x ^ 2 + b) * (y ^ 2 + c))), one_div_pos.mpr hM0, ?_⟩
  rw [one_div_mul_eq_div, eq_div_iff hM0.ne']
  linear_combination hM
```

Because K is positive, the deviation is zero or positive exactly when x²c - y²b is. This gives both equivalences.

```lean
/-- For positive `x`, `y`, `b`, `c`, the one-shot Dyson solution keeps the mean-field particle
number if and only if `x² c = y² b`, and exceeds it if and only if `y² b < x² c`. -/
theorem number_conserved_iff_and_excess_iff {x y b c : ℝ}
    (hx : 0 < x) (hy : 0 < y) (hb : 0 < b) (hc : 0 < c) :
    (particleNumber x y b c = meanFieldNumber x y ↔ x ^ 2 * c = y ^ 2 * b) ∧
      (meanFieldNumber x y < particleNumber x y b c ↔ y ^ 2 * b < x ^ 2 * c) := by
  obtain ⟨K, hK, h⟩ := number_error hx hy hb hc
  constructor
  · rw [← sub_eq_zero, h, mul_eq_zero, or_iff_right hK.ne', sub_eq_zero]
  · rw [← sub_pos, h, mul_pos_iff_of_pos_left hK, sub_pos]
```

For a common coupling b, the condition factorises as (x - y)(x + y)b = 0. The last two factors are positive, which leaves x = y.

```lean
/-- For positive `x`, `y` and a common positive coupling `b`, the one-shot Dyson solution keeps
the mean-field particle number if and only if `x = y`. -/
theorem number_conserved_iff {x y b : ℝ} (hx : 0 < x) (hy : 0 < y) (hb : 0 < b) :
    particleNumber x y b b = meanFieldNumber x y ↔ x = y := by
  rw [(number_conserved_iff_and_excess_iff hx hy hb hb).1]
  constructor
  · intro h
    have h1 : (x - y) * ((x + y) * b) = 0 := by linear_combination h
    rcases mul_eq_zero.mp h1 with h2 | h2
    · linarith
    · exact absurd h2 (mul_pos (add_pos hx hy) hb).ne'
  · intro h
    rw [h]
```

The example has square roots 20 and 15, so u = 4/5 and v = 3/5. The occupations are 0.9 and 0.2, a total of 1.1.

```lean
/-- With `x = 16`, `y = 9` and common coupling `144`, the one-shot Dyson solution holds
`11/10` particles. -/
theorem particleNumber_example : particleNumber 16 9 144 144 = 11 / 10 := by
  have h1 : Real.sqrt ((16 : ℝ) ^ 2 + 144) = 20 := by
    rw [show (16 : ℝ) ^ 2 + 144 = 20 ^ 2 by norm_num]
    exact Real.sqrt_sq (by norm_num)
  have h2 : Real.sqrt ((9 : ℝ) ^ 2 + 144) = 15 := by
    rw [show (9 : ℝ) ^ 2 + 144 = 15 ^ 2 by norm_num]
    exact Real.sqrt_sq (by norm_num)
  rw [particleNumber_eq 16 9 144 144 (by norm_num) (by norm_num), h1, h2]
  norm_num

end

end OneShotDyson
```

```lean
#print axioms OneShotDyson.strength_sum_rule
#print axioms OneShotDyson.number_conserved_iff
#print axioms OneShotDyson.particleNumber_example
```

```
'OneShotDyson.strength_sum_rule' depends on axioms: [propext, Classical.choice, Quot.sound]
'OneShotDyson.number_conserved_iff' depends on axioms: [propext, Classical.choice, Quot.sound]
'OneShotDyson.particleNumber_example' depends on axioms: [propext, Classical.choice, Quot.sound]
```

For electronic-structure practice, this two-orbital model with one self-energy pole per orbital shows that pole strengths adding up to one for each orbital do not guarantee the right electron count in a one-shot diagonal calculation. The summed occupation is a separate quantity to check.
